# Normal-incidence reflection from a lossless reciprocal chiral half-space is independent of its chirality parameter

Take a chiral half-space with D = εE + iκH and B = μH − iκE, where ε, μ > 0, κ is real and |κ| < √(εμ). A field E falling normally on it from vacuum is reflected as

R = rE, r = (1 − Y)/(1 + Y), Y = √(ε/μ),

whatever its polarisation. For κ ≠ 0 the two circular waves inside have different refractive indices, n_s = √(εμ) + sκ with s = ±1, but the same r. Putting n_s in place of Y gives the right answer exactly when sκ = (1 − μ)Y, which for μ = 1 means κ = 0.

In this lossless, homogeneous model, a value of κ computed from electronic structure does not enter the normal-incidence reflection when ε and μ, as defined by these two relations, are held fixed. An electromagnetic simulation with the same definitions should reproduce that.

## Reciprocal chiral response and plane waves along z

The medium obeys D = εE + iκH and B = μH − iκE, where κ measures the magnetoelectric coupling. Fields are transverse pairs of complex amplitudes, of type `ℂ × ℂ`, and `rot` is the cross product with the z unit vector. The vacuum speed of light is one, ε and μ are relative to vacuum, and E and H are scaled so that the vacuum admittance is one. For the phase exp(iω(nz − t)), Maxwell's equations become

n rot E = B, n rot H = −D.

In Lean 4 with Mathlib:

```lean
import Mathlib

open Complex

namespace ChiralReflection

noncomputable section

/-- The cross product of the unit vector along z with a transverse field. -/
def rot (v : ℂ × ℂ) : ℂ × ℂ := (-v.2, v.1)

/-- The polarisation vector `(1, s i)`, which is circular for `s = ±1`. -/
def circ (s : ℝ) : ℂ × ℂ := (1, s * I)

/-- The displacement field `D = ε E + i κ H` of a reciprocal chiral medium. -/
def dField (ε κ : ℝ) (E H : ℂ × ℂ) : ℂ × ℂ := (ε : ℂ) • E + (I * κ) • H

/-- The magnetic induction `B = μ H - i κ E` of a reciprocal chiral medium. -/
def bField (μ κ : ℝ) (E H : ℂ × ℂ) : ℂ × ℂ := (μ : ℂ) • H - (I * κ) • E

/-- Maxwell's equations for a transverse plane wave along z with signed index `n`,
in units where the vacuum speed of light is one. -/
def IsPlaneWave (ε μ κ n : ℝ) (E H : ℂ × ℂ) : Prop :=
  (n : ℂ) • rot E = bField μ κ E H ∧ (n : ℂ) • rot H = -dField ε κ E H
```

The vector c_s = (1, si) is `circ s`; its normalised form is c_s/√2, and the factor does not affect r. The label s refers to the fixed z axis, not to the direction of travel.

The hand derivation and the proof use these equations to find the waves on both sides of the interface. With another constitutive law, such as an anisotropic one, circular waves need not be solutions. The parameters are constants at one frequency, and absorption is left out because they are real.

The quantities to be compared are the admittance Y, the index n_s and the function (1 − x)/(1 + x).

```lean
/-- The wave admittance `Y = √(ε/μ)`. -/
def admittance (ε μ : ℝ) : ℝ := Real.sqrt (ε / μ)

/-- The expression `√(ε μ) + s κ`, used as the refractive index of the circular wave `s = ±1`. -/
def index (ε μ κ s : ℝ) : ℝ := Real.sqrt (ε * μ) + s * κ

/-- The function `(1 - x)/(1 + x)` of the Fresnel formula at normal incidence. -/
def fresnel (x : ℝ) : ℝ := (1 - x) / (1 + x)
```

## Only forward waves in the medium

The half-space has no far boundary to send light back, so only waves leaving the interface are allowed in it. `IsForward` expresses this by a positive index n. By hand, the condition selects one root of the dispersion relation; in the proof it is used in `forward_index`. If backward waves were admitted too, their amplitudes could be adjusted to match any reflected field, and R would be undetermined.

```lean
/-- The electric field `a • circ s` and the magnetic field `H` form a plane wave with some positive
index. -/
def IsForward (ε μ κ s : ℝ) (a : ℂ) (H : ℂ × ℂ) : Prop :=
  ∃ n : ℝ, 0 < n ∧ IsPlaneWave ε μ κ n (a • circ s) H
```

## Continuous tangential fields

At an interface without surface currents, the tangential E and H are continuous. `Reflects` says that an incident field E and a reflected field R can be matched in this way to forward circular waves of both hands. R may have any polarisation, so its proportionality to E is a conclusion. The two continuity equations are solved by hand below and used in `reflects_iff`. A conducting sheet at the interface would make H jump and change r.

```lean
/-- A vacuum wave `E` falls normally on the chiral medium and `R` is reflected: with forward
circular waves of both hands transmitted, `E` and `H` are continuous at the interface. -/
def Reflects (ε μ κ : ℝ) (E R : ℂ × ℂ) : Prop :=
  ∃ (a b : ℂ) (H HR Hp Hm : ℂ × ℂ),
    IsPlaneWave 1 1 0 1 E H ∧ IsPlaneWave 1 1 0 (-1) R HR ∧
    IsForward ε μ κ 1 a Hp ∧ IsForward ε μ κ (-1) b Hm ∧
    E + R = a • circ 1 + b • circ (-1) ∧ H + HR = Hp + Hm
```

## Positive ε and μ

Positivity describes a transparent medium with ordinary electric and magnetic response. By hand it gives μY = μ√(ε/μ) = √(εμ) and μY² = ε, which is `admittance_relations`. The proof gets the second identity by squaring the root, and the first by writing εμ = (μY)².

If ε and μ had opposite signs, no real index would exist for a nonzero circular wave. If both were negative, μY would equal −√(εμ), and the magnetic field belonging to n_s would change sign.

```lean
/-- The admittance satisfies `μ Y = √(ε μ)` and `μ Y² = ε`. -/
theorem admittance_relations {ε μ : ℝ} (hε : 0 < ε) (hμ : 0 < μ) :
    μ * admittance ε μ = Real.sqrt (ε * μ) ∧ μ * admittance ε μ ^ 2 = ε := by
  have h0 : 0 ≤ admittance ε μ := Real.sqrt_nonneg _
  have h2 : μ * admittance ε μ ^ 2 = ε := by
    rw [admittance, Real.sq_sqrt (div_pos hε hμ).le]
    field_simp
  refine ⟨?_, h2⟩
  have h3 : ε * μ = (μ * admittance ε μ) ^ 2 := by linear_combination -μ * h2
  rw [h3, Real.sqrt_sq (mul_nonneg hμ.le h0)]
```

## Circular polarisation, s = ±1

Since s² = 1,

rot c_s = (−si, 1) = −si c_s.

For E = a c_s, Faraday's law n rot E = μH − iκE gives

μH = −si(n − sκ)E.

At n = n_s the bracket is √(εμ) = μY, so

H = −siYE.

The other Maxwell equation then holds as well. Its left side is

n_s rot H = −si n_s H = −n_s YE,

and its right side is

−εE − iκH = −(ε + sκY)E.

They agree because n_s Y = μY² + sκY = ε + sκY.

`circular_wave_iff` follows this route: Faraday's law alone fixes H after cancelling μ, and the converse checks all four components. Each `linear_combination` step names the multiples of known equations that add up to the goal. For other values of s, c_s is not an eigenvector of `rot`, and H = −siYE fails.

```lean
/-- A circular field with index `√(ε μ) + s κ` solves Maxwell's equations exactly when
its magnetic field is `H = -s i Y E`. -/
theorem circular_wave_iff {ε μ s : ℝ} (κ : ℝ) (hε : 0 < ε) (hμ : 0 < μ)
    (hs : s = 1 ∨ s = -1) (a : ℂ) (H : ℂ × ℂ) :
    IsPlaneWave ε μ κ (index ε μ κ s) (a • circ s) H ↔
      H = (-(s * I * admittance ε μ * a)) • circ s := by
  obtain ⟨hY, hY2⟩ := admittance_relations hε hμ
  have hn : ((index ε μ κ s : ℝ) : ℂ) = μ * admittance ε μ + s * κ := by
    rw [index, ← hY]
    push_cast
    ring
  have hY2c : (μ : ℂ) * (admittance ε μ : ℂ) ^ 2 = ε := by exact_mod_cast hY2
  have hsc : (s : ℂ) ^ 2 = 1 := by rcases hs with rfl | rfl <;> norm_num
  have hμc : (μ : ℂ) ≠ 0 := by exact_mod_cast hμ.ne'
  have hI : I ^ 2 = -1 := I_sq
  simp only [IsPlaneWave, bField, dField, rot, circ, Prod.ext_iff, Prod.fst_add, Prod.snd_add,
    Prod.fst_sub, Prod.snd_sub, Prod.fst_neg, Prod.snd_neg, Prod.smul_fst, Prod.smul_snd,
    smul_eq_mul, hn]
  generalize (admittance ε μ : ℂ) = Y at *
  constructor
  · -- Faraday's law alone fixes the magnetic field
    rintro ⟨⟨h1, h2⟩, -⟩
    constructor <;> apply mul_left_cancel₀ hμc
    · linear_combination -h1 - I * κ * a * hsc
    · linear_combination -h2 + (μ * s ^ 2 * Y * a + κ * a * s) * hI - μ * Y * a * hsc
  · rintro ⟨h1, h2⟩
    rw [h1, h2]
    refine ⟨⟨?_, ?_⟩, ?_, ?_⟩
    · linear_combination -I * κ * a * hsc
    · linear_combination (μ * s ^ 2 * Y * a + κ * a * s) * hI - μ * Y * a * hsc
    · linear_combination (s ^ 2 * Y * a * (μ * Y + s * κ) - κ * s * Y * a) * hI
        - Y * a * (μ * Y + s * κ) * hsc - a * hY2c
    · linear_combination -I * κ * s ^ 2 * Y * a * hI - a * s * I * hY2c
```

## The bound |κ| < √(εμ)

Physically, the bound keeps the coupling weak enough that phase and energy travel the same way in both circular waves. By hand, substitute the H found from Faraday's law into n rot H = −D. For a ≠ 0 this gives

(n − sκ)² = εμ,

so n = sκ + √(εμ) or n = sκ − √(εμ). Under the bound the first root is positive and the second negative, so a forward wave has n = n_s.

`index_pos` proves that n_s is positive. `forward_index` derives the dispersion relation and factorises it as

(n − n_s)(n − sκ + √(εμ)) = 0.

The second factor is positive because n > 0 and √(εμ) > sκ, so the first must vanish.

```lean
/-- For `|κ| < √(ε μ)` both circular indices are positive. -/
theorem index_pos {ε μ κ s : ℝ} (hκ : |κ| < Real.sqrt (ε * μ)) (hs : s = 1 ∨ s = -1) :
    0 < index ε μ κ s := by
  have h := abs_lt.1 hκ
  unfold index
  rcases hs with rfl | rfl <;> linarith [h.1, h.2]

/-- A nonzero circular wave with positive index has index `√(ε μ) + s κ`. -/
theorem forward_index {ε μ κ s n : ℝ} (hε : 0 < ε) (hμ : 0 < μ)
    (hκ : |κ| < Real.sqrt (ε * μ)) (hs : s = 1 ∨ s = -1) (hn : 0 < n)
    {a : ℂ} (ha : a ≠ 0) {H : ℂ × ℂ} (h : IsPlaneWave ε μ κ n (a • circ s) H) :
    n = index ε μ κ s := by
  have hsc : (s : ℂ) ^ 2 = 1 := by rcases hs with rfl | rfl <;> norm_num
  have hI : I ^ 2 = -1 := I_sq
  simp only [IsPlaneWave, bField, dField, rot, circ, Prod.ext_iff, Prod.fst_add, Prod.snd_add,
    Prod.fst_sub, Prod.snd_sub, Prod.fst_neg, Prod.snd_neg, Prod.smul_fst, Prod.smul_snd,
    smul_eq_mul] at h
  obtain ⟨⟨b1, b2⟩, -, d2⟩ := h
  -- eliminating H gives the dispersion relation
  have hc : ((n : ℂ) - s * κ) ^ 2 = ε * μ := by
    apply mul_left_cancel₀ ha
    linear_combination I * s * (μ * d2 + n * b1 + I * κ * b2)
      + a * (n ^ 2 * s ^ 2 - 2 * n * κ * s - ε * μ * s ^ 2 - κ ^ 2 * s ^ 2 * (I ^ 2 - 1)) * hI
      - a * (n ^ 2 - ε * μ) * hsc
  have hr : (n - s * κ) ^ 2 = ε * μ := by exact_mod_cast hc
  have hw := Real.sq_sqrt (mul_pos hε hμ).le
  have hf : (n - index ε μ κ s) * (n - s * κ + Real.sqrt (ε * μ)) = 0 := by
    unfold index
    linear_combination hr - hw
  -- the other root is a backward wave
  have hp : 0 < n - s * κ + Real.sqrt (ε * μ) := by
    have h := abs_lt.1 hκ
    rcases hs with rfl | rfl <;> linarith [h.1, h.2]
  linarith [(mul_eq_zero.1 hf).resolve_right hp.ne']
```

`forward_wave_iff` combines these results. It treats a = 0 separately, since a vanishing field does not determine n; Faraday's law then gives μH = 0.

If |κ| exceeded √(εμ), both roots would be positive for one value of s and both negative for the other. A positive index would no longer identify waves carrying energy away from the interface.

```lean
/-- A circular field travels forward in the chiral medium exactly when its magnetic field
is `H = -s i Y E`. -/
theorem forward_wave_iff {ε μ κ s : ℝ} (hε : 0 < ε) (hμ : 0 < μ)
    (hκ : |κ| < Real.sqrt (ε * μ)) (hs : s = 1 ∨ s = -1) (a : ℂ) (H : ℂ × ℂ) :
    IsForward ε μ κ s a H ↔ H = (-(s * I * admittance ε μ * a)) • circ s := by
  constructor
  · rintro ⟨n, hn, h⟩
    by_cases ha : a = 0
    · subst ha
      have hμc : (μ : ℂ) ≠ 0 := by exact_mod_cast hμ.ne'
      have hB := h.1
      simp only [bField, rot, Prod.ext_iff, Prod.fst_sub, Prod.snd_sub, Prod.smul_fst,
        Prod.smul_snd, smul_eq_mul] at hB ⊢
      constructor <;> apply mul_left_cancel₀ hμc
      · linear_combination -hB.1
      · linear_combination -hB.2
    · rw [forward_index hε hμ hκ hs hn ha h] at h
      exact (circular_wave_iff κ hε hμ hs a H).1 h
  · intro h
    exact ⟨_, index_pos hκ hs, (circular_wave_iff κ hε hμ hs a H).2 h⟩
```

## Vacuum on the incident side

Vacuum means ε = μ = 1 and κ = 0. With index d = ±1, Faraday's law reads H = d rot E, so the incident wave has H = rot E and the reflected wave has H = −rot R. `vacuum_wave_iff` proves this and checks the other Maxwell equation using d² = 1. In another incident medium, Y would have to be compared with that medium's admittance instead of with one.

```lean
/-- A vacuum wave travelling along `d z`, with `d = ±1`, has `H = d z × E`. -/
theorem vacuum_wave_iff {d : ℝ} (hd : d = 1 ∨ d = -1) (E H : ℂ × ℂ) :
    IsPlaneWave 1 1 0 d E H ↔ H = (d : ℂ) • rot E := by
  have hdc : (d : ℂ) ^ 2 = 1 := by rcases hd with rfl | rfl <;> norm_num
  simp only [IsPlaneWave, bField, dField, rot, Prod.ext_iff, Prod.fst_add, Prod.snd_add,
    Prod.fst_sub, Prod.snd_sub, Prod.fst_neg, Prod.snd_neg, Prod.smul_fst, Prod.smul_snd,
    smul_eq_mul, ofReal_one, ofReal_zero]
  constructor
  · rintro ⟨⟨h1, h2⟩, -⟩
    exact ⟨by linear_combination -h1, by linear_combination -h2⟩
  · rintro ⟨h1, h2⟩
    rw [h1, h2]
    refine ⟨⟨by ring, by ring⟩, ?_, ?_⟩
    · linear_combination -E.1 * hdc
    · linear_combination -E.2 * hdc
```

The interface problem can now be solved. Let T = a c₊ + b c₋ be the transmitted electric field, with c₊ and c₋ the vectors for s = 1 and s = −1. Since −si c_s = rot c_s, each circular part has magnetic field Y times its `rot`, and the total is Y rot T. Continuity gives

E + R = T, rot(E − R) = Y rot T.

Therefore E − R = Y(E + R), or (1 + Y)R = (1 − Y)E, and dividing by 1 + Y > 0 gives R = rE. The index has dropped out, because both hands share the same admittance.

Conversely, if R = rE, then T = (1 + r)E, and the amplitudes

a = (1 + r)(E₁ − iE₂)/2, b = (1 + r)(E₁ + iE₂)/2

reproduce T and satisfy both continuity conditions. Here E₁ and E₂ are `E.1` and `E.2`.

`reflects_iff` proves both directions. The first replaces each magnetic field by its formula and eliminates a and b component by component; the second supplies the amplitudes above.

```lean
/-- At normal incidence from vacuum the chiral medium reflects a field `E` of any polarisation
as `((1 - Y)/(1 + Y)) E`, where `Y = √(ε/μ)`. -/
theorem reflects_iff {ε μ κ : ℝ} (hε : 0 < ε) (hμ : 0 < μ)
    (hκ : |κ| < Real.sqrt (ε * μ)) (E R : ℂ × ℂ) :
    Reflects ε μ κ E R ↔ R = (fresnel (admittance ε μ) : ℂ) • E := by
  have hY : 0 ≤ admittance ε μ := Real.sqrt_nonneg _
  have hne : 1 + admittance ε μ ≠ 0 := by positivity
  have hc : (1 : ℂ) + admittance ε μ ≠ 0 := by exact_mod_cast hne
  have hr : (fresnel (admittance ε μ) : ℂ) * (1 + admittance ε μ) = 1 - admittance ε μ := by
    have h : fresnel (admittance ε μ) * (1 + admittance ε μ) = 1 - admittance ε μ :=
      div_mul_cancel₀ _ hne
    exact_mod_cast h
  have hI : I ^ 2 = -1 := I_sq
  constructor
  · rintro ⟨a, b, H, HR, Hp, Hm, h1, h2, h3, h4, hE, hH⟩
    rw [vacuum_wave_iff (Or.inl rfl)] at h1
    rw [vacuum_wave_iff (Or.inr rfl)] at h2
    rw [forward_wave_iff hε hμ hκ (Or.inl rfl)] at h3
    rw [forward_wave_iff hε hμ hκ (Or.inr rfl)] at h4
    rw [h1, h2, h3, h4] at hH
    simp only [rot, circ, Prod.ext_iff, Prod.fst_add, Prod.snd_add, Prod.smul_fst,
      Prod.smul_snd, smul_eq_mul, ofReal_one, ofReal_neg] at hE hH ⊢
    -- eliminate the transmitted amplitudes
    constructor <;> apply mul_right_cancel₀ hc
    · linear_combination -hH.2 + admittance ε μ * hE.1 + admittance ε μ * (a + b) * hI
        - E.1 * hr
    · linear_combination hH.1 + admittance ε μ * hE.2 - E.2 * hr
  · intro hR
    -- the transmitted field is (1 + r) E, split into its circular parts
    refine ⟨(1 + fresnel (admittance ε μ)) * (E.1 - I * E.2) / 2,
      (1 + fresnel (admittance ε μ)) * (E.1 + I * E.2) / 2, _, _, _, _,
      (vacuum_wave_iff (Or.inl rfl) _ _).2 rfl, (vacuum_wave_iff (Or.inr rfl) _ _).2 rfl,
      (forward_wave_iff hε hμ hκ (Or.inl rfl) _ _).2 rfl,
      (forward_wave_iff hε hμ hκ (Or.inr rfl) _ _).2 rfl, ?_, ?_⟩ <;>
    simp only [hR, rot, circ, Prod.ext_iff, Prod.fst_add, Prod.snd_add, Prod.smul_fst,
      Prod.smul_snd, smul_eq_mul, ofReal_one, ofReal_neg] <;>
    generalize (fresnel (admittance ε μ) : ℂ) = r at * <;>
    constructor
    · ring
    · linear_combination (1 + r) * E.2 * hI
    · linear_combination E.2 * hr - admittance ε μ * (1 + r) * E.2 * hI
    · linear_combination -E.1 * hr + admittance ε μ * (1 + r) * E.1 * hI
```

## The nonmagnetic case, μ = 1

The formula (1 − n)/(1 + n) with the refractive index n is correct for an achiral medium with μ = 1, where n = Y. For a circular wave in the chiral medium, using n_s gives the right coefficient exactly when

(1 − n_s)/(1 + n_s) = (1 − Y)/(1 + Y).

Both denominators are positive, so cross-multiplication reduces this to n_s = Y. Since n_s = μY + sκ, the condition is

sκ = (1 − μ)Y.

`naive_fresnel_iff` applies `reflects_iff`, compares first components and cross-multiplies in the same way.

```lean
/-- The Fresnel formula with the circular index `n_s` in place of `Y` gives the reflected
circular wave exactly when `s κ = (1 - μ) Y`. -/
theorem naive_fresnel_iff {ε μ κ s : ℝ} (hε : 0 < ε) (hμ : 0 < μ)
    (hκ : |κ| < Real.sqrt (ε * μ)) (hs : s = 1 ∨ s = -1) :
    Reflects ε μ κ (circ s) ((fresnel (index ε μ κ s) : ℂ) • circ s) ↔
      s * κ = (1 - μ) * admittance ε μ := by
  have hn := index_pos hκ hs
  have hY : 0 ≤ admittance ε μ := Real.sqrt_nonneg _
  have hi : index ε μ κ s = μ * admittance ε μ + s * κ := by
    rw [index, (admittance_relations hε hμ).1]
  rw [reflects_iff hε hμ hκ]
  constructor
  · intro h
    have h1 := congrArg Prod.fst h
    simp only [circ, Prod.smul_fst, smul_eq_mul, mul_one] at h1
    have h2 : fresnel (index ε μ κ s) = fresnel (admittance ε μ) := by exact_mod_cast h1
    unfold fresnel at h2
    rw [div_eq_div_iff (by positivity) (by positivity)] at h2
    linear_combination -(1 / 2) * h2 - hi
  · intro h
    have h2 : index ε μ κ s = admittance ε μ := by linear_combination hi + h
    rw [h2]
```

Setting μ = 1 leaves sκ = 0, hence κ = 0, as `naive_fresnel_nonmagnetic` states. Without μ = 1 the two formulas can agree in a chiral medium: for ε = μ = 2, κ = 1 and s = −1, both n_s and Y equal one, and both coefficients vanish.

```lean
/-- For a chiral medium with `μ = 1`, the Fresnel formula with the circular index gives the
reflected circular wave exactly when `κ = 0`. -/
theorem naive_fresnel_nonmagnetic {ε κ s : ℝ} (hε : 0 < ε)
    (hκ : |κ| < Real.sqrt (ε * 1)) (hs : s = 1 ∨ s = -1) :
    Reflects ε 1 κ (circ s) ((fresnel (index ε 1 κ s) : ℂ) • circ s) ↔ κ = 0 := by
  rw [naive_fresnel_iff hε one_pos hκ hs]
  rcases hs with rfl | rfl <;> simp

end

end ChiralReflection
```

```lean
#print axioms ChiralReflection.reflects_iff
#print axioms ChiralReflection.naive_fresnel_nonmagnetic
```

```
'ChiralReflection.reflects_iff' depends on axioms: [propext, Classical.choice, Quot.sound]
'ChiralReflection.naive_fresnel_nonmagnetic' depends on axioms: [propext, Classical.choice, Quot.sound]
```
